# For a probe conserved by H₀, the perturbation alone sets the commutator in the second moment of the structure factor

After computing the dynamical structure factor of a small spin cluster by full diagonalisation, one can check its second moment against a single thermal average that needs no list of transitions. The problems below derive that average for finite-dimensional systems whose probe $A$ commutes with the unperturbed Hamiltonian $H_0$. This condition says that $A$ is conserved until the perturbation acts, as total magnetisation is in a Heisenberg cluster; a density at nonzero wavevector usually fails it.

## Setting and notation

Take $\hbar=1$. The finite type `ι` labels the basis states, and `hH` states that $H$ is Hermitian. Its eigenvalues are $E_i$, and its eigenvectors form the columns of $U$.

```lean
import Mathlib

open Matrix

namespace StructureFactorSecondMoment

noncomputable section

variable {ι : Type*} [Fintype ι] [DecidableEq ι] {H : Matrix ι ι ℂ}

/-- The unitary matrix whose columns are energy eigenvectors of `H`. -/
def eigenbasis (hH : H.IsHermitian) : Matrix ι ι ℂ := hH.eigenvectorUnitary
```

Matrix elements are taken between energy eigenstates: $A_{nm}=(U^\dagger AU)_{nm}$, with initial state $m$ and final state $n$.

```lean
/-- The matrix elements `A_nm` of an operator between energy eigenstates of `H`. -/
def element (hH : H.IsHermitian) (A : Matrix ι ι ℂ) : Matrix ι ι ℂ :=
  star (eigenbasis hH) * A * eigenbasis hH
```

The Boltzmann weights are $p_m=e^{-\beta E_m}/\sum_k e^{-\beta E_k}$. Here $\beta$ may be any real number, which includes every positive temperature.

```lean
/-- The Boltzmann weight `p_m` of the single energy eigenstate `m`. -/
def weight (hH : H.IsHermitian) (β : ℝ) (m : ι) : ℝ :=
  Real.exp (-β * hH.eigenvalues m) / ∑ k, Real.exp (-β * hH.eigenvalues k)
```

The Gibbs state $\rho=e^{-\beta H}/\operatorname{tr}e^{-\beta H}$ is defined separately, through the matrix exponential.

```lean
/-- The Gibbs state `exp(-βH) / tr exp(-βH)` of a Hermitian matrix `H` on a nonzero space. -/
def gibbsState (β : ℝ) (H : Matrix ι ι ℂ) : Matrix ι ι ℂ :=
  (trace (NormedSpace.exp (-(β : ℂ) • H)))⁻¹ • NormedSpace.exp (-(β : ℂ) • H)
```

The structure factor $S(\omega)$ is the total weight $p_m|A_{nm}|^2$ at energy transfer exactly $\omega$. It is the coefficient of a spectral line, not a continuous density.

```lean
/-- The dynamical structure factor: the thermal weight of all transitions `m → n` driven
by `A` with energy transfer `ω`. -/
def structureFactor (hH : H.IsHermitian) (β : ℝ) (A : Matrix ι ι ℂ) (ω : ℝ) : ℝ :=
  ∑ m, ∑ n, if hH.eigenvalues n - hH.eigenvalues m = ω
    then weight hH β m * ‖element hH A n m‖ ^ 2 else 0
```

The second moment is $M=\sum_{m,n}p_m(E_n-E_m)^2|A_{nm}|^2$.

```lean
/-- The second energy-transfer moment `∑ p_m (E_n - E_m)² |A_nm|²`. -/
def secondMoment (hH : H.IsHermitian) (β : ℝ) (A : Matrix ι ι ℂ) : ℝ :=
  ∑ m, ∑ n, weight hH β m * (hH.eigenvalues n - hH.eigenvalues m) ^ 2
    * ‖element hH A n m‖ ^ 2
```

## (a) The energy eigenbasis

Show that $U$ is unitary and that, with $D=\operatorname{diag}(E_i)$,
$$H=UDU^\dagger.$$

A Hermitian matrix has an orthonormal eigenbasis, so $U^\dagger U=1$, and $UU^\dagger=1$ because $U$ is square. The eigenvalue equations read $HU=UD$; multiply by $U^\dagger$ on the right. Lean takes this from Mathlib's spectral theorem.

```lean
/-- The eigenvector matrix of a Hermitian `H` is unitary and diagonalises `H`. -/
theorem eigenbasis_spec (hH : H.IsHermitian) :
    eigenbasis hH * star (eigenbasis hH) = 1 ∧ star (eigenbasis hH) * eigenbasis hH = 1 ∧
    H = eigenbasis hH * diagonal (fun i => (hH.eigenvalues i : ℂ)) * star (eigenbasis hH) :=
  ⟨Matrix.mem_unitaryGroup_iff.mp hH.eigenvectorUnitary.2,
    Matrix.mem_unitaryGroup_iff'.mp hH.eigenvectorUnitary.2,
    hH.spectral_theorem.trans (Unitary.conjStarAlgAut_apply _ _)⟩
```

## (b) The Gibbs state in that basis

Show that
$$\rho=U\operatorname{diag}(p_i)\,U^\dagger.$$

Since $(UDU^\dagger)^k=UD^kU^\dagger$, the power series gives $e^{-\beta H}=Ue^{-\beta D}U^\dagger$ (`hexp`). By cyclicity its trace is $\sum_k e^{-\beta E_k}$. Division gives the weights.

```lean
/-- The Gibbs state of a Hermitian `H` is diagonal in the energy eigenbasis, with the
Boltzmann weights as entries. -/
theorem gibbsState_eq (hH : H.IsHermitian) (β : ℝ) :
    gibbsState β H = eigenbasis hH * diagonal (fun i => (weight hH β i : ℂ))
      * star (eigenbasis hH) := by
  obtain ⟨h1, h2, h3⟩ := eigenbasis_spec hH
  have hinv : (eigenbasis hH)⁻¹ = star (eigenbasis hH) := Matrix.inv_eq_right_inv h1
  have hunit : IsUnit (eigenbasis hH) := ⟨⟨_, _, h1, h2⟩, rfl⟩
  have hd : diagonal (fun i => -(β : ℂ) * (hH.eigenvalues i : ℂ))
      = -(β : ℂ) • diagonal (fun i => (hH.eigenvalues i : ℂ)) := by
    ext i j
    by_cases h : i = j <;> simp [Matrix.diagonal, h]
  have hv : NormedSpace.exp (fun i => -(β : ℂ) * (hH.eigenvalues i : ℂ))
      = fun i => ((Real.exp (-β * hH.eigenvalues i) : ℝ) : ℂ) := by
    funext i
    have hi : NormedSpace.exp (fun i => -(β : ℂ) * (hH.eigenvalues i : ℂ)) i
        = NormedSpace.exp (-(β : ℂ) * (hH.eigenvalues i : ℂ)) :=
      NormedSpace.map_exp (Pi.evalRingHom (fun _ : ι => ℂ) i) (continuous_apply i)
        (fun i => -(β : ℂ) * (hH.eigenvalues i : ℂ))
    rw [hi, ← Complex.exp_eq_exp_ℂ]
    simp
  -- exponentiate in the eigenbasis
  have hexp : NormedSpace.exp (-(β : ℂ) • H) = eigenbasis hH
      * diagonal (fun i => ((Real.exp (-β * hH.eigenvalues i) : ℝ) : ℂ))
      * star (eigenbasis hH) := by
    have e : -(β : ℂ) • H = eigenbasis hH
        * diagonal (fun i => -(β : ℂ) * (hH.eigenvalues i : ℂ)) * (eigenbasis hH)⁻¹ := by
      rw [hinv, hd, Matrix.mul_smul, Matrix.smul_mul, ← h3]
    rw [e, Matrix.exp_conj _ _ hunit, Matrix.exp_diagonal, hv, hinv]
  have hp : diagonal (fun i => (weight hH β i : ℂ))
      = ((∑ k, Real.exp (-β * hH.eigenvalues k) : ℝ) : ℂ)⁻¹
        • diagonal (fun i => ((Real.exp (-β * hH.eigenvalues i) : ℝ) : ℂ)) := by
    ext i j
    by_cases h : i = j <;> simp [Matrix.diagonal, h, weight, div_eq_inv_mul]
  unfold gibbsState
  rw [hexp, Matrix.trace_mul_cycle, h2, one_mul, Matrix.trace_diagonal,
    ← Complex.ofReal_sum, hp, Matrix.mul_smul, Matrix.smul_mul]
```

## (c) Elements of the commutator

Show that
$$[H,A]_{nm}=(E_n-E_m)A_{nm}.$$

From (a), $U^\dagger H=DU^\dagger$ and $HU=UD$ (`hl` and `hr`). Hence $U^\dagger[H,A]U=D(U^\dagger AU)-(U^\dagger AU)D$, which is `key`. Its $nm$ entry is $E_nA_{nm}-A_{nm}E_m$.

```lean
/-- In the energy eigenbasis of a Hermitian `H`, the commutator `[H,A]` has elements
`(E_n - E_m) A_nm`. -/
theorem element_commutator (hH : H.IsHermitian) (A : Matrix ι ι ℂ) (n m : ι) :
    element hH (H * A - A * H) n m
      = ((hH.eigenvalues n - hH.eigenvalues m : ℝ) : ℂ) * element hH A n m := by
  obtain ⟨h1, h2, h3⟩ := eigenbasis_spec hH
  set D := diagonal (fun i => (hH.eigenvalues i : ℂ)) with hD
  have hr : H * eigenbasis hH = eigenbasis hH * D := by
    have h := congrArg (· * eigenbasis hH) h3
    simpa only [mul_assoc, h2, mul_one] using h
  have hl : star (eigenbasis hH) * H = D * star (eigenbasis hH) := by
    have h := congrArg (star (eigenbasis hH) * ·) h3
    simpa only [← mul_assoc, h2, one_mul] using h
  have key : element hH (H * A - A * H) = D * element hH A - element hH A * D := by
    unfold element
    calc _ = (star (eigenbasis hH) * H) * A * eigenbasis hH
          - star (eigenbasis hH) * A * (H * eigenbasis hH) := by noncomm_ring
      _ = _ := by rw [hl, hr]; noncomm_ring
  rw [key, Matrix.sub_apply, hD, Matrix.diagonal_mul, Matrix.mul_diagonal]
  push_cast
  ring
```

## (d) A thermal average as a weighted sum

For any matrix $C$, show that
$$\operatorname{tr}(\rho C^\dagger C)=\sum_{m,n}p_m|C_{nm}|^2.$$

Put $\tilde C=U^\dagger CU$. Inserting $UU^\dagger=1$ gives $\tilde C^\dagger\tilde C=U^\dagger C^\dagger CU$ (`hK`). By (b) and cyclicity (`ht`), the trace is
$$\operatorname{tr}\big(\operatorname{diag}(p_i)\,\tilde C^\dagger\tilde C\big)=\sum_m p_m\sum_n\overline{C_{nm}}\,C_{nm}.$$

```lean
/-- For a Hermitian `H`, the average of `C†C` in the Gibbs state is the sum of all `p_m |C_nm|²`,
with `C_nm` taken in the energy eigenbasis. -/
theorem trace_gibbsState_mul (hH : H.IsHermitian) (β : ℝ) (C : Matrix ι ι ℂ) :
    trace (gibbsState β H * (Cᴴ * C))
      = ((∑ m, ∑ n, weight hH β m * ‖element hH C n m‖ ^ 2 : ℝ) : ℂ) := by
  obtain ⟨h1, -, -⟩ := eigenbasis_spec hH
  have hK : (element hH C)ᴴ * element hH C
      = star (eigenbasis hH) * (Cᴴ * C) * eigenbasis hH := by
    have hs : (element hH C)ᴴ = star (eigenbasis hH) * Cᴴ * eigenbasis hH := by
      simp [element, Matrix.star_eq_conjTranspose, Matrix.conjTranspose_mul, mul_assoc]
    calc _ = star (eigenbasis hH) * Cᴴ * (eigenbasis hH * star (eigenbasis hH))
          * C * eigenbasis hH := by rw [hs]; simp only [element, mul_assoc]
      _ = _ := by rw [h1, mul_one]; simp only [mul_assoc]
  have hn (z : ℂ) : star z * z = ((‖z‖ ^ 2 : ℝ) : ℂ) := by
    rw [Complex.ofReal_pow]
    exact Complex.conj_mul' z
  -- move the eigenbasis around the trace
  have ht : trace (gibbsState β H * (Cᴴ * C)) = trace
      (diagonal (fun i => (weight hH β i : ℂ)) * ((element hH C)ᴴ * element hH C)) := by
    rw [gibbsState_eq hH, hK, mul_assoc, mul_assoc, Matrix.trace_mul_comm]
    simp only [mul_assoc]
  rw [ht]
  simp only [Matrix.trace, Matrix.diag_apply, Matrix.diagonal_mul]
  simp only [Matrix.mul_apply, Matrix.conjTranspose_apply, hn, Finset.mul_sum,
    Complex.ofReal_sum, Complex.ofReal_mul]
```

## (e) The moment from the spectrum

Let the finite set $\Omega$ contain every difference $E_n-E_m$. Show that
$$\sum_{\omega\in\Omega}\omega^2S(\omega)=M.$$

Exchange the sums. For fixed $m,n$, only $\omega=E_n-E_m$ contributes, and it gives $(E_n-E_m)^2p_m|A_{nm}|^2$. `Finset.sum_eq_single` selects this term.

```lean
/-- The second moment is `∑ ω² S(ω)` over any finite set of frequencies that contains
all energy transfers. -/
theorem sum_sq_mul_structureFactor (hH : H.IsHermitian) (β : ℝ) (A : Matrix ι ι ℂ)
    (Ω : Finset ℝ) (hΩ : ∀ n m, hH.eigenvalues n - hH.eigenvalues m ∈ Ω) :
    ∑ ω ∈ Ω, ω ^ 2 * structureFactor hH β A ω = secondMoment hH β A := by
  unfold structureFactor secondMoment
  simp only [Finset.mul_sum]
  rw [Finset.sum_comm]
  refine Finset.sum_congr rfl fun m _ => ?_
  rw [Finset.sum_comm]
  refine Finset.sum_congr rfl fun n _ => ?_
  rw [Finset.sum_eq_single (hH.eigenvalues n - hH.eigenvalues m)]
  · rw [if_pos rfl]
    ring
  · intro ω _ hne
    rw [if_neg (Ne.symm hne), mul_zero]
  · intro h
    exact absurd (hΩ n m) h
```

## (f) When the moment vanishes

Show that
$$M=0\iff HA=AH.$$

Every term of $M$ is nonnegative and every $p_m$ is positive. If $M=0$, then $(E_n-E_m)A_{nm}=0$ for all $n,m$, so by (c) $U^\dagger[H,A]U=0$ (`hK`). Multiplying by $U$ and $U^\dagger$ gives $[H,A]=0$. Conversely, if $[H,A]=0$, then (c) makes each term zero.

```lean
/-- The second moment vanishes exactly when `A` commutes with the Hermitian `H`. -/
theorem secondMoment_eq_zero_iff_commute (hH : H.IsHermitian) (β : ℝ) (A : Matrix ι ι ℂ) :
    secondMoment hH β A = 0 ↔ H * A = A * H := by
  have hw (m : ι) : 0 < weight hH β m :=
    div_pos (Real.exp_pos _)
      (Finset.sum_pos (fun _ _ => Real.exp_pos _) ⟨m, Finset.mem_univ m⟩)
  have hn (m n : ι) : 0 ≤ weight hH β m * (hH.eigenvalues n - hH.eigenvalues m) ^ 2
      * ‖element hH A n m‖ ^ 2 :=
    mul_nonneg (mul_nonneg (hw m).le (sq_nonneg _)) (sq_nonneg _)
  constructor
  · intro h
    -- every term vanishes, so the commutator has no matrix elements
    have hK : element hH (H * A - A * H) = 0 := by
      ext n m
      have h1 := (Finset.sum_eq_zero_iff_of_nonneg
        (fun m _ => Finset.sum_nonneg (fun n _ => hn m n))).1 h m (Finset.mem_univ m)
      have h2 := (Finset.sum_eq_zero_iff_of_nonneg (fun n _ => hn m n)).1 h1 n
        (Finset.mem_univ n)
      rw [element_commutator, Matrix.zero_apply]
      rcases mul_eq_zero.1 h2 with h3 | h3
      · rw [pow_eq_zero_iff two_ne_zero |>.1 ((mul_eq_zero.1 h3).resolve_left (hw m).ne'),
          Complex.ofReal_zero, zero_mul]
      · rw [norm_eq_zero.1 (pow_eq_zero_iff two_ne_zero |>.1 h3), mul_zero]
    obtain ⟨h1, -, -⟩ := eigenbasis_spec hH
    apply sub_eq_zero.1
    calc H * A - A * H = (eigenbasis hH * star (eigenbasis hH)) * (H * A - A * H)
          * (eigenbasis hH * star (eigenbasis hH)) := by rw [h1, one_mul, mul_one]
      _ = eigenbasis hH * element hH (H * A - A * H) * star (eigenbasis hH) := by
          simp only [element, mul_assoc]
      _ = 0 := by rw [hK, mul_zero, zero_mul]
  · intro h
    refine Finset.sum_eq_zero fun m _ => Finset.sum_eq_zero fun n _ => ?_
    have e := element_commutator hH A n m
    rw [sub_eq_zero.2 h, element, mul_zero, zero_mul, Matrix.zero_apply] at e
    rcases mul_eq_zero.1 e.symm with h3 | h3
    · rw [Complex.ofReal_eq_zero.1 h3]
      ring
    · rw [h3, norm_zero]
      ring
```

## (g) Only the perturbation enters the commutator

Let $H=H_0+sV$ be Hermitian, with $s$ real and $[H_0,A]=0$. Show that
$$M=s^2\operatorname{tr}\big(\rho\,[V,A]^\dagger[V,A]\big).$$

By (c), $M=\sum_{m,n}p_m|[H,A]_{nm}|^2$ (`hm`), which is $\operatorname{tr}(\rho[H,A]^\dagger[H,A])$ by (d). Now
$$[H,A]=[H_0,A]+s[V,A]=s[V,A],$$
which is `hc`. Since $s$ is real, the two factors give $s^2$.

In Lean, `h0` is the commutation condition, and `hH` asks only that the sum $H_0+sV$ be Hermitian. The probe $A$ need not be. The real moment is cast to ℂ to match the trace. The state $\rho$ belongs to the full $H$, so it also depends on $s$.

```lean
variable {H₀ V A : Matrix ι ι ℂ} {s : ℝ}

/-- If `A` commutes with `H₀` and `H₀ + sV` is Hermitian, the second energy-transfer moment
of `A` in the Gibbs state of `H₀ + sV` is `s² tr(ρ [V,A]†[V,A])`. -/
theorem secondMoment_eq (hH : (H₀ + (s : ℂ) • V).IsHermitian) (h0 : H₀ * A = A * H₀)
    (β : ℝ) : (secondMoment hH β A : ℂ) = (s : ℂ) ^ 2 *
      trace (gibbsState β (H₀ + (s : ℂ) • V) * ((V * A - A * V)ᴴ * (V * A - A * V))) := by
  -- only the perturbation contributes to the commutator
  have hc : (H₀ + (s : ℂ) • V) * A - A * (H₀ + (s : ℂ) • V)
      = (s : ℂ) • (V * A - A * V) := by
    rw [add_mul, mul_add, h0, Matrix.smul_mul, Matrix.mul_smul, smul_sub]
    abel
  have hs : star (s : ℂ) = s := Complex.conj_ofReal s
  have ht := trace_gibbsState_mul hH β
    ((H₀ + (s : ℂ) • V) * A - A * (H₀ + (s : ℂ) • V))
  have hm : secondMoment hH β A = ∑ m, ∑ n, weight hH β m *
      ‖element hH ((H₀ + (s : ℂ) • V) * A - A * (H₀ + (s : ℂ) • V)) n m‖ ^ 2 := by
    refine Finset.sum_congr rfl fun m _ => Finset.sum_congr rfl fun n _ => ?_
    rw [element_commutator, norm_mul, Complex.norm_real, Real.norm_eq_abs, mul_pow, sq_abs]
    ring
  rw [hm, ← ht, hc, Matrix.conjTranspose_smul, hs, Matrix.smul_mul, Matrix.mul_smul,
    Matrix.mul_smul, Matrix.mul_smul, Matrix.trace_smul, Matrix.trace_smul,
    smul_eq_mul, smul_eq_mul]
  ring
```

For fixed Hermitian $H_0$ and $V$, continuity of $\rho$ in $s$ gives the weak-perturbation limit: $M/s^2$ tends to the same average in the Gibbs state of $H_0$. Using (c) twice before (d) gives a neighbouring formula by hand: the fourth moment is $s^2\operatorname{tr}(\rho K^\dagger K)$ with $K=[H,[V,A]]$.

## (h) The criterion in terms of V

Under the conditions of (g), show that
$$M=0\iff s=0\ \text{ or }\ VA=AV.$$

By (f), $M=0$ means $[H,A]=0$, that is, $s[V,A]=0$. A scalar multiple of a matrix vanishes only if the scalar or the matrix does (`smul_eq_zero`).

```lean
/-- If `A` commutes with `H₀` and `H₀ + sV` is Hermitian, the second moment vanishes exactly
when `s = 0` or `V` commutes with `A`. -/
theorem secondMoment_eq_zero_iff (hH : (H₀ + (s : ℂ) • V).IsHermitian)
    (h0 : H₀ * A = A * H₀) (β : ℝ) :
    secondMoment hH β A = 0 ↔ s = 0 ∨ V * A = A * V := by
  have hc : (H₀ + (s : ℂ) • V) * A - A * (H₀ + (s : ℂ) • V)
      = (s : ℂ) • (V * A - A * V) := by
    rw [add_mul, mul_add, h0, Matrix.smul_mul, Matrix.mul_smul, smul_sub]
    abel
  rw [secondMoment_eq_zero_iff_commute, ← sub_eq_zero (a := (H₀ + (s : ℂ) • V) * A), hc,
    smul_eq_zero, Complex.ofReal_eq_zero, sub_eq_zero]
```

## (i) A purely elastic spectrum

Under the same conditions, show that
$$S(\omega)=0\ \text{for all }\omega\neq0\iff s=0\ \text{ or }\ VA=AV.$$

If $S$ vanishes away from zero, (e) gives $M=0$, with $\Omega$ the set of all energy differences; then use (h). Conversely, the right side gives $M=0$, hence $[H,A]=0$ by (f). For a transition with $E_n-E_m=\omega\neq0$, (c) gives $\omega A_{nm}=0$, so it carries no weight. Transitions between degenerate states count as elastic.

```lean
/-- If `A` commutes with `H₀` and `H₀ + sV` is Hermitian, the structure factor vanishes at
every nonzero energy transfer exactly when `s = 0` or `V` commutes with `A`. -/
theorem elastic_only_iff (hH : (H₀ + (s : ℂ) • V).IsHermitian)
    (h0 : H₀ * A = A * H₀) (β : ℝ) :
    (∀ ω, ω ≠ 0 → structureFactor hH β A ω = 0) ↔ s = 0 ∨ V * A = A * V := by
  rw [← secondMoment_eq_zero_iff hH h0 β]
  constructor
  · intro h
    rw [← sum_sq_mul_structureFactor hH β A (Finset.univ.image
      fun q : ι × ι => hH.eigenvalues q.1 - hH.eigenvalues q.2)
      (fun n m => Finset.mem_image.2 ⟨(n, m), Finset.mem_univ _, rfl⟩)]
    refine Finset.sum_eq_zero fun ω _ => ?_
    by_cases hω : ω = 0
    · rw [hω]
      ring
    · rw [h ω hω, mul_zero]
  · intro h ω hω
    have hcomm := (secondMoment_eq_zero_iff_commute hH β A).1 h
    refine Finset.sum_eq_zero fun m _ => Finset.sum_eq_zero fun n _ => ?_
    split_ifs with hE
    · have e := element_commutator hH A n m
      rw [sub_eq_zero.2 hcomm, element, mul_zero, zero_mul, Matrix.zero_apply, hE] at e
      rw [(mul_eq_zero.1 e.symm).resolve_left (Complex.ofReal_ne_zero.2 hω), norm_zero]
      ring
    · rfl
```

## (j) A spin in a tilted field

For $H=h\sigma_z+s\sigma_x$ with $h,s$ real, and $A=\sigma_z$, show that $A$ commutes with $h\sigma_z$ and that, at every $\beta$,
$$M=4s^2.$$

The first claim is immediate. For the second, $[\sigma_x,\sigma_z]=-2i\sigma_y$, so $[\sigma_x,\sigma_z]^\dagger[\sigma_x,\sigma_z]=4\cdot 1$ (`hC`). Since $\operatorname{tr}\rho=1$ (`htr`), (g) gives the value. Neither $h$ nor the temperature affects it.

```lean
/-- The Pauli matrix `σ_x`. -/
def pauliX : Matrix (Fin 2) (Fin 2) ℂ := !![0, 1; 1, 0]

/-- The Pauli matrix `σ_z`. -/
def pauliZ : Matrix (Fin 2) (Fin 2) ℂ := !![1, 0; 0, -1]

/-- For a spin with Hamiltonian `h σ_z + s σ_x`, the probe `σ_z` commutes with `h σ_z` and
has second moment `4s²` at every `β`. -/
theorem transverse_field_witness (h s β : ℝ) :
    ((h : ℂ) • pauliZ) * pauliZ = pauliZ * ((h : ℂ) • pauliZ) ∧
    ∃ hH : ((h : ℂ) • pauliZ + (s : ℂ) • pauliX).IsHermitian,
      secondMoment hH β pauliZ = 4 * s ^ 2 := by
  have h0 : ((h : ℂ) • pauliZ) * pauliZ = pauliZ * ((h : ℂ) • pauliZ) := by
    rw [Matrix.smul_mul, Matrix.mul_smul]
  have hH : ((h : ℂ) • pauliZ + (s : ℂ) • pauliX).IsHermitian := by
    ext i j
    fin_cases i <;> fin_cases j <;> simp [pauliX, pauliZ]
  refine ⟨h0, hH, ?_⟩
  have hC : (pauliX * pauliZ - pauliZ * pauliX)ᴴ * (pauliX * pauliZ - pauliZ * pauliX)
      = (4 : ℂ) • (1 : Matrix (Fin 2) (Fin 2) ℂ) := by
    ext i j
    fin_cases i <;> fin_cases j <;>
      simp [pauliX, pauliZ, Matrix.mul_apply, Fin.sum_univ_succ] <;> norm_num
  -- the Gibbs state has unit trace
  have htr : trace (gibbsState β ((h : ℂ) • pauliZ + (s : ℂ) • pauliX)) = 1 := by
    have hsum : ∑ i, weight hH β i = 1 := by
      unfold weight
      rw [← Finset.sum_div]
      exact div_self
        (Finset.sum_pos (fun _ _ => Real.exp_pos _) Finset.univ_nonempty).ne'
    rw [gibbsState_eq hH, Matrix.trace_mul_cycle, (eigenbasis_spec hH).2.1, one_mul,
      Matrix.trace_diagonal, ← Complex.ofReal_sum, hsum, Complex.ofReal_one]
  have hm := secondMoment_eq hH h0 β
  rw [hC, Matrix.mul_smul, mul_one, Matrix.trace_smul, htr, smul_eq_mul] at hm
  apply Complex.ofReal_injective
  rw [hm]
  push_cast
  ring

end

end StructureFactorSecondMoment
```

```lean
#print axioms StructureFactorSecondMoment.secondMoment_eq_zero_iff_commute
#print axioms StructureFactorSecondMoment.elastic_only_iff
```

```
'StructureFactorSecondMoment.secondMoment_eq_zero_iff_commute' depends on axioms: [propext, Classical.choice, Quot.sound]
'StructureFactorSecondMoment.elastic_only_iff' depends on axioms: [propext, Classical.choice, Quot.sound]
```
